# In a three-level phonon master equation, the slow decay rate per phonon tends to 2uv/(u+v) at low occupation

Suppose two ground levels relax only through an excited level. They reach it by absorbing a phonon at rates $un$ and $vn$, and it decays back to them at rates $u(n+1)$ and $v(n+1)$, where $n$ is the phonon occupation. Adding the two upward rates gives $(u+v)n$ as an estimate of the relaxation rate, and the estimate can be badly wrong. If $v$ is much smaller than $u$, it gives about $un$, although most of the population lifted out of the first level falls straight back into it. The slow rate is then close to $2vn$ at small $n$.

The correct coefficient comes from the eigenvalues of the rate matrix. For $u,v>0$, the smallest nonzero decay rate $r(n)$ satisfies $r(n)/n\to 2uv/(u+v)$ as the phonon occupation $n$ tends to zero from above. With Bose occupation this becomes the exponential temperature dependence of the Orbach process.

## The rate matrix and its decay rates

```lean
import Mathlib

open Matrix Filter Topology

namespace OrbachRelaxation

noncomputable section
```

The first line loads the mathematical library Mathlib. The `open` line makes short notation available, such as `*ᵥ` for a matrix acting on a vector and `𝓝` for the neighbourhoods used in limits.

```lean
/-- Generator of the three-level master equation: levels 0 and 1 are the ground levels, level 2
is the excited level, and `n` is the phonon occupation. -/
def generator (u v n : ℝ) : Matrix (Fin 3) (Fin 3) ℝ :=
  !![-(u * n), 0, u * (n + 1);
     0, -(v * n), v * (n + 1);
     u * n, v * n, -((u + v) * (n + 1))]
```

Lean counts from zero, so the populations are $p_0,p_1$ for the ground levels and $p_2$ for the excited level. The master equation is $\dot p=Gp$ with

$$G=\begin{pmatrix}-un&0&u(n+1)\\0&-vn&v(n+1)\\un&vn&-(u+v)(n+1)\end{pmatrix}.$$

The type `Matrix (Fin 3) (Fin 3) ℝ` means a real $3\times3$ matrix. Upward rates are proportional to $n$ (absorption), and downward rates to $n+1$ (stimulated and spontaneous emission). The constants $u$ and $v$ are the rates of spontaneous emission from the excited level into levels 0 and 1. In Fermi's golden rule, each is proportional to the squared spin-phonon matrix element and to the phonon density of states at the transition energy.

These rates are postulated, not derived from a Hamiltonian. Using one $n$ for both transitions neglects the splitting of the ground levels. The model has no coherences, no direct transitions between the ground levels and no Raman processes.

```lean
/-- `r` is a decay rate if some nonzero population vector `p` satisfies `G p = -r p`. -/
def IsDecayRate (u v n r : ℝ) : Prop :=
  ∃ p : Fin 3 → ℝ, p ≠ 0 ∧ generator u v n *ᵥ p = (-r) • p
```

`IsDecayRate u v n r` says that some $p\neq0$ satisfies $Gp=-rp$. The symbol `•` multiplies a vector by a number. The entries of $p$ may be negative, since a decaying mode describes a deviation from equilibrium.

```lean
/-- Discriminant of the quadratic equation for the nonzero decay rates. -/
def disc (u v n : ℝ) : ℝ :=
  ((u + v) * (2 * n + 1)) ^ 2 - 4 * (u * v * n * (3 * n + 2))
```

With $S=(u+v)(2n+1)$ and $P=uvn(3n+2)$, this is $D=S^2-4P$, the discriminant of $r^2-Sr+P=0$. That quadratic is derived below.

```lean
/-- The lower root of the quadratic equation for the nonzero decay rates. -/
def slowRate (u v n : ℝ) : ℝ :=
  ((u + v) * (2 * n + 1) - √(disc u v n)) / 2
```

This is the lower root, $(S-\sqrt D)/2$. At this point it is only a formula; its role as a decay rate has to be proved.

```lean
/-- Bose occupation of phonons of energy `Δ` at temperature `T`, measured in energy units. -/
def bose (Δ T : ℝ) : ℝ := (Real.exp (Δ / T) - 1)⁻¹
```

This is $n=1/(e^{\Delta/T}-1)$, where $T$ stands for $k_BT$ and $\Delta$ is the energy of the excited level above the ground levels.

## Conservation, equilibrium and exponential decay

```lean
/-- The master equation conserves the total population. -/
theorem population_conserved (u v n : ℝ) (p : Fin 3 → ℝ) :
    ∑ i, (generator u v n *ᵥ p) i = 0 := by
  simp [generator, Matrix.mulVec, dotProduct, Fin.sum_univ_succ]
  ring
```

For every vector $p$, the components of $Gp$ sum to zero. By hand, each column of $G$ sums to zero; the last one gives $u(n+1)+v(n+1)-(u+v)(n+1)=0$. The total population therefore has zero time derivative. In the proof, `simp` writes out the matrix product and the sum, and `ring` checks the remaining algebra.

```lean
/-- Populations in the ratio `n + 1 : n + 1 : n` are stationary. -/
theorem stationary_populations (u v n : ℝ) :
    generator u v n *ᵥ ![n + 1, n + 1, n] = 0 := by
  ext i
  fin_cases i <;>
    simp [generator, Matrix.mulVec, dotProduct, Fin.sum_univ_succ] <;> ring
```

The vector $(n+1,n+1,n)$ is stationary. Its first component under $G$ is $-un(n+1)+u(n+1)n=0$, the second is the same with $v$, and the third is $un(n+1)+vn(n+1)-(u+v)(n+1)n=0$. For $n\ge0$ the normalised populations are these entries divided by $3n+2$. Lean checks the three components separately: `fin_cases i` splits the index into its three values.

Zero is therefore a decay rate when $n\geq0$, which is why the theorems below ask for the smallest *nonzero* one.

```lean
/-- A vector with `G p = -r p` gives the solution `exp (-r t) p` of the master equation. -/
theorem mode_solves_master_equation {u v n r : ℝ} {p : Fin 3 → ℝ}
    (h : generator u v n *ᵥ p = (-r) • p) (t : ℝ) :
    HasDerivAt (fun s : ℝ => Real.exp (-r * s) • p)
      (generator u v n *ᵥ (Real.exp (-r * t) • p)) t := by
  have h1 : HasDerivAt (fun s : ℝ => Real.exp (-r * s)) (Real.exp (-r * t) * (-r)) t := by
    have h2 := ((hasDerivAt_id t).const_mul (-r)).exp
    simpa using h2
  refine (h1.smul_const p).congr_deriv ?_
  rw [Matrix.mulVec_smul, h, smul_smul]
```

`HasDerivAt f f' t` says that $f$ has derivative $f'$ at $t$. If $Gp=-rp$, then

$$\frac{d}{dt}\,e^{-rt}p=-r\,e^{-rt}p=e^{-rt}Gp=G\,(e^{-rt}p),$$

so $e^{-rt}p$ solves the master equation. This connects the algebraic definition of a decay rate with decay in time. In the proof, `h1` is the derivative of the exponential, and the last line rewrites the result with the eigenvector equation.

## The characteristic cubic

```lean
/-- The decay rates are exactly the roots of the characteristic cubic. -/
theorem isDecayRate_iff (u v n r : ℝ) :
    IsDecayRate u v n r ↔
      r * (r ^ 2 - (u + v) * (2 * n + 1) * r + u * v * n * (3 * n + 2)) = 0 := by
  have hdet : (generator u v n + r • (1 : Matrix (Fin 3) (Fin 3) ℝ)).det =
      r * (r ^ 2 - (u + v) * (2 * n + 1) * r + u * v * n * (3 * n + 2)) := by
    simp [generator, Matrix.det_fin_three]
    ring
  have key : ∀ p : Fin 3 → ℝ, (generator u v n + r • (1 : Matrix (Fin 3) (Fin 3) ℝ)) *ᵥ p =
      generator u v n *ᵥ p + r • p := by
    intro p
    simp [Matrix.add_mulVec, Matrix.smul_mulVec]
  -- a singular matrix is one with a nonzero kernel vector
  rw [← hdet, ← Matrix.exists_mulVec_eq_zero_iff]
  constructor
  · rintro ⟨p, hp, h⟩
    refine ⟨p, hp, ?_⟩
    rw [key, h, neg_smul, neg_add_cancel]
  · rintro ⟨p, hp, h⟩
    refine ⟨p, hp, ?_⟩
    rw [key] at h
    rw [neg_smul]
    exact eq_neg_of_add_eq_zero_left h
```

The sign `↔` means "if and only if": $r$ is a decay rate exactly when $r(r^2-Sr+P)=0$.

By hand, $Gp=-rp$ has a nonzero solution exactly when $\det(G+r)=0$. Put $a=r-un$, $b=r-vn$ and $c=r-(u+v)(n+1)$. Expanding the determinant gives

$$\det(G+r)=abc-a\,v^2n(n+1)-b\,u^2n(n+1).$$

The terms without $r$ are $-uv(u+v)n^2(n+1)$ from $abc$ and the opposite from the other two products, so they cancel. The coefficient of $r^2$ is $-(u+v)(2n+1)$. The coefficient of $r$ is

$$uvn^2+(u+v)^2n(n+1)-(u^2+v^2)n(n+1)=uvn(3n+2).$$

In the proof, `hdet` is this determinant and `key` says $(G+r)p=Gp+rp$. The Mathlib lemma `Matrix.exists_mulVec_eq_zero_iff` states that a matrix has zero determinant exactly when it sends some nonzero vector to zero. The two bullets then move $rp$ from one side of the equation to the other.

## The lower root is the smallest nonzero rate

```lean
/-- The discriminant is positive for positive couplings and phonon occupation. -/
theorem disc_pos {u v n : ℝ} (hu : 0 < u) (hv : 0 < v) (hn : 0 < n) : 0 < disc u v n := by
  have h : disc u v n =
      ((u - v) * (2 * n + 1)) ^ 2 + 4 * (u * v * (n + 1) ^ 2) := by
    unfold disc
    ring
  rw [h]
  positivity
```

The hypotheses `hu`, `hv` and `hn` say that $u,v,n$ are positive. Since $(u+v)^2=(u-v)^2+4uv$ and $(2n+1)^2-n(3n+2)=(n+1)^2$,

$$D=(u-v)^2(2n+1)^2+4uv(n+1)^2>0.$$

All three roots of the cubic are therefore real, and nothing is lost by considering real vectors only. Lean confirms the identity with `ring` and reads off the sign with `positivity`.

```lean
/-- The lower root `slowRate` is positive and is the smallest nonzero decay rate. -/
theorem slowRate_isLeast {u v n : ℝ} (hu : 0 < u) (hv : 0 < v) (hn : 0 < n) :
    0 < slowRate u v n ∧
      IsLeast {r | r ≠ 0 ∧ IsDecayRate u v n r} (slowRate u v n) := by
  have hs := Real.sq_sqrt (disc_pos hu hv hn).le
  have hs0 := Real.sqrt_nonneg (disc u v n)
  have hS : 0 < (u + v) * (2 * n + 1) := by positivity
  have hP : 0 < u * v * n * (3 * n + 2) := by positivity
  unfold slowRate
  generalize √(disc u v n) = s at hs hs0 ⊢
  unfold disc at hs
  simp only [IsLeast, lowerBounds, Set.mem_ofPred_eq, isDecayRate_iff]
  generalize (u + v) * (2 * n + 1) = S at hs hS ⊢
  generalize u * v * n * (3 * n + 2) = P at hs hP ⊢
  have hlt : s < S := by
    by_contra hc
    have hc' : S ≤ s := not_lt.mp hc
    nlinarith
  have hpos : 0 < (S - s) / 2 := by linarith
  refine ⟨hpos, ⟨hpos.ne', ?_⟩, ?_⟩
  · linear_combination ((S - s) / 2) * hs / 4
  · rintro x ⟨hx, hroot⟩
    have hq := (mul_eq_zero.mp hroot).resolve_left hx
    by_contra hc
    have hc' : x < (S - s) / 2 := not_le.mp hc
    -- both factors of (S - 2x)² - s² would be positive, yet the product vanishes
    have h1 : 0 < S - 2 * x - s := by linarith
    have h2 : 0 < S - 2 * x + s := by linarith
    have h3 := mul_pos h1 h2
    nlinarith
```

`IsLeast A x` says that $x$ belongs to the set $A$ and that no element of $A$ is smaller. Here $A$ is the set of nonzero decay rates.

Write $s=\sqrt D$, so that $s^2=S^2-4P$.

1. Since $P>0$, we have $s^2<S^2$, and hence $s<S$. The number $(S-s)/2$ is positive.
2. It is a root, because
$$\Big(\frac{S-s}{2}\Big)^2-S\,\frac{S-s}{2}+P=\frac{s^2-S^2}{4}+P=0.$$
3. Let $x$ be any nonzero decay rate. Then $x^2-Sx+P=0$, which is the same as $(S-2x)^2=s^2$. If $x$ were smaller than $(S-s)/2$, both factors of $(S-2x-s)(S-2x+s)$ would be positive, although their product is zero.

The Lean proof follows these steps. The `generalize` lines introduce the letters $s$, $S$ and $P$, and `hlt` is the inequality $s<S$. The `linear_combination` line is step 2, and the final bullet is step 3, where `nlinarith` finds the contradiction.

## The limit of few phonons

```lean
/-- The slow rate per phonon, written without cancellation between nearly equal terms. -/
theorem slowRate_div {u v n : ℝ} (hu : 0 < u) (hv : 0 < v) (hn : 0 < n) :
    slowRate u v n / n =
      2 * (u * v * (3 * n + 2)) / ((u + v) * (2 * n + 1) + √(disc u v n)) := by
  have hs := Real.sq_sqrt (disc_pos hu hv hn).le
  have hpos : 0 < (u + v) * (2 * n + 1) + √(disc u v n) := by positivity
  rw [div_eq_div_iff hn.ne' hpos.ne']
  unfold slowRate
  generalize √(disc u v n) = s at hs ⊢
  unfold disc at hs
  linear_combination -hs / 2
```

Multiplying and dividing by $S+s$ gives

$$\frac{S-s}{2}=\frac{S^2-s^2}{2(S+s)}=\frac{2P}{S+s},\qquad\text{so}\qquad\frac{r}{n}=\frac{2uv(3n+2)}{S+s}.$$

Lean cross-multiplies with `div_eq_div_iff` and finishes with $s^2=D$. In a floating-point simulation of this three-level model, the new form is also preferable at small $n$, where $S-s$ subtracts two nearly equal numbers.

```lean
/-- Orbach law: if `r n` is the smallest nonzero decay rate at each occupation `n > 0`, then
`r n / n` tends to `2uv/(u+v)` as `n` tends to zero from above. -/
theorem orbach_law {u v : ℝ} (hu : 0 < u) (hv : 0 < v) (r : ℝ → ℝ)
    (hr : ∀ n, 0 < n → IsLeast {x | x ≠ 0 ∧ IsDecayRate u v n x} (r n)) :
    Tendsto (fun n => r n / n) (𝓝[>] 0) (𝓝 (2 * u * v / (u + v))) := by
  have huv : 0 < u + v := add_pos hu hv
  have h0 : √(disc u v 0) = u + v := by
    have h : disc u v 0 = (u + v) ^ 2 := by
      unfold disc
      ring
    rw [h, Real.sqrt_sq huv.le]
  -- the rationalised quotient is continuous at n = 0
  have hc : ContinuousAt (fun n : ℝ =>
      2 * (u * v * (3 * n + 2)) / ((u + v) * (2 * n + 1) + √(disc u v n))) 0 := by
    apply ContinuousAt.div
    · fun_prop
    · unfold disc
      fun_prop
    · rw [h0]
      have : 0 < (u + v) * (2 * 0 + 1) + (u + v) := by linarith
      exact this.ne'
  have hval : 2 * (u * v * (3 * 0 + 2)) / ((u + v) * (2 * 0 + 1) + √(disc u v 0)) =
      2 * u * v / (u + v) := by
    rw [h0, div_eq_div_iff (by linarith) huv.ne']
    ring
  have ht := hc.tendsto.mono_left (nhdsWithin_le_nhds (s := Set.Ioi (0 : ℝ)))
  rw [hval] at ht
  refine ht.congr' ?_
  filter_upwards [self_mem_nhdsWithin] with n hn
  rw [(hr n hn).unique (slowRate_isLeast hu hv hn).2, slowRate_div hu hv hn]
```

The theorem takes any function `r` whose value at each $n>0$ is the smallest nonzero decay rate. The previous results show that there is such a function, namely the lower root. `Tendsto` expresses the limit, and `𝓝[>] 0` means that $n$ approaches zero from above.

At $n=0$ we have $S=u+v$ and $D=(u+v)^2$, so $s=u+v$. The quotient from the previous theorem is continuous there, with value

$$\frac{4uv}{2(u+v)}=\frac{2uv}{u+v}.$$

In the proof, `hc` is the continuity, `hval` the value and `ht` the limit restricted to positive $n$. The last line uses the fact that a set has at most one least element, which identifies `r n` with `slowRate u v n`.

The coefficient has a simple reading. Level 0 is emptied at rate $un$, and a fraction $v/(u+v)$ of the excited population then falls into level 1. The transfer rate is $uvn/(u+v)$, the reverse transfer has the same rate, and the population difference decays with their sum.

## Numbers for u = 1, v = 3 and n = 0.01

Measure rates in units of $u$. Then

- $S=4\times1.02=4.08$ and $P=3\times0.01\times2.03=0.0609$;
- $D=16.6464-0.2436=16.4028$ and $s\approx4.05004$;
- $r/n=2\times3\times2.03/(4.08+4.05004)\approx1.498$.

The limiting value is $2\cdot3/4=1.5$, whereas adding the upward rates would have given $4$. The other nonzero decay rate is $(S+s)/2\approx4.07$, compared with $r\approx0.015$, so the two time scales are well separated.

## The exponential temperature law

```lean
/-- Orbach law in temperature: with Bose occupation at level splitting `Δ`, the smallest nonzero
decay rate times `exp (Δ / T)` tends to `2uv/(u+v)` as `T` tends to zero from above. -/
theorem orbach_law_temperature {u v Δ : ℝ} (hu : 0 < u) (hv : 0 < v) (hΔ : 0 < Δ) (r : ℝ → ℝ)
    (hr : ∀ n, 0 < n → IsLeast {x | x ≠ 0 ∧ IsDecayRate u v n x} (r n)) :
    Tendsto (fun T => r (bose Δ T) * Real.exp (Δ / T)) (𝓝[>] 0)
      (𝓝 (2 * u * v / (u + v))) := by
  have h0 : Tendsto (fun T : ℝ => Δ / T) (𝓝[>] 0) atTop := by
    simpa only [div_eq_mul_inv] using tendsto_inv_nhdsGT_zero.const_mul_atTop hΔ
  have h1 : Tendsto (fun T : ℝ => Real.exp (Δ / T)) (𝓝[>] 0) atTop :=
    Real.tendsto_exp_atTop.comp h0
  have h2 : Tendsto (fun T : ℝ => Real.exp (Δ / T) - 1) (𝓝[>] 0) atTop := by
    simpa only [sub_eq_add_neg] using tendsto_atTop_add_const_right _ (-1 : ℝ) h1
  have hb : Tendsto (bose Δ) (𝓝[>] 0) (𝓝 0) := tendsto_inv_atTop_zero.comp h2
  have hb' : Tendsto (bose Δ) (𝓝[>] 0) (𝓝[>] 0) := by
    refine tendsto_nhdsWithin_iff.mpr ⟨hb, ?_⟩
    filter_upwards [h2.eventually_gt_atTop 0] with T hT
    exact inv_pos.mpr hT
  have hlim := ((orbach_law hu hv r hr).comp hb').mul (hb.const_add 1)
  rw [add_zero, mul_one] at hlim
  refine hlim.congr' ?_
  filter_upwards [h2.eventually_gt_atTop 0] with T hT
  have hne : bose Δ T ≠ 0 := (inv_pos.mpr hT).ne'
  have hE : bose Δ T * (Real.exp (Δ / T) - 1) = 1 := inv_mul_cancel₀ hT.ne'
  -- the Bose factor satisfies 1 + n = n exp(Δ/T)
  have hB : 1 + bose Δ T = bose Δ T * Real.exp (Δ / T) := by linear_combination -hE
  change r (bose Δ T) / bose Δ T * (1 + bose Δ T) = _
  rw [hB, ← mul_assoc, div_mul_cancel₀ _ hne]

end

end OrbachRelaxation
```

For $\Delta>0$ and Bose occupation, $r\,e^{\Delta/T}\to2uv/(u+v)$ as $T\to0^+$. At low temperature the rate therefore behaves as $\frac{2uv}{u+v}\,e^{-\Delta/T}$.

The definition of $n$ gives $n(e^{\Delta/T}-1)=1$, hence $1+n=n\,e^{\Delta/T}$ and

$$r\,e^{\Delta/T}=\frac rn\,(1+n).$$

As $T\to0^+$, the exponential grows without bound and $n$ tends to zero through positive values. The first factor then tends to $2uv/(u+v)$ by the previous theorem, and the second tends to $1$. In Lean, `h0` to `h2` describe the growth of the exponential, `hb'` says that $n$ approaches zero from above, and `hB` is the identity for $1+n$.

Within this model of two degenerate ground levels and one excited level, with $u$ and $v$ independent of temperature, the slope of $\ln r$ against $1/T$ at low temperature gives the excitation energy $\Delta$. In a real material, the direct and Raman processes left out here can dominate at low temperature and hide that slope.

```lean
#print axioms OrbachRelaxation.stationary_populations
-- 'OrbachRelaxation.stationary_populations' depends on axioms: [propext, Classical.choice, Quot.sound]
#print axioms OrbachRelaxation.mode_solves_master_equation
-- 'OrbachRelaxation.mode_solves_master_equation' depends on axioms: [propext, Classical.choice, Quot.sound]
#print axioms OrbachRelaxation.slowRate_div
-- 'OrbachRelaxation.slowRate_div' depends on axioms: [propext, Classical.choice, Quot.sound]
#print axioms OrbachRelaxation.orbach_law_temperature
-- 'OrbachRelaxation.orbach_law_temperature' depends on axioms: [propext, Classical.choice, Quot.sound]
```
